# For white noise, the variance of a Green–Kubo sum grows linearly with the number of lags at a fixed number of time origins

If the samples \(x_0,\dots,x_{N+M-1}\) of a flux are independent, with mean zero and variance \(s^2\), then the Green–Kubo sum over \(M\) lags, each averaged over \(N>0\) time origins,

\[
S=\sum_{k=0}^{M-1}\frac1N\sum_{i=0}^{N-1}x_i\,x_{i+k+1},
\]

should have mean zero and variance \(Ms^4/N\). The lag is \(k+1\), so the sum runs over lags \(1,\dots,M\). What bothers me is that the products share samples: \(x_0x_1\) and \(x_1x_2\) are not independent in general, yet the variances seem to add as if they were. Can this be proved in full and checked by machine, preferably without assuming Gaussian noise?

## Shared samples, but no covariance

Yes: \(\operatorname{Var}S=Ms^4/N\) holds exactly, and finite second moments of the samples are enough. The products need not be independent; it suffices that they are uncorrelated.

Take two different samples \(x_a\) and \(x_b\). By independence,

\[
\mathbb E[x_ax_b]=\mathbb E[x_a]\,\mathbb E[x_b]=0,\qquad
\mathbb E[(x_ax_b)^2]=\mathbb E[x_a^2]\,\mathbb E[x_b^2]=s^4 .
\]

The first equation gives \(\mathbb E[S]=0\). The second shows that each product is square integrable, although no fourth moment of a single sample was assumed.

Now compare two time-ordered pairs, \(a<b\) and \(c<d\). If they differ, some sample occurs only once in \(x_ax_bx_cx_d\):

- If \(a\ne c\), the earlier of \(x_a\) and \(x_c\) precedes all the others.
- If \(a=c\) and \(b\ne d\), the later of \(x_b\) and \(x_d\) follows all the others.

That sample is independent of the remaining three factors and has mean zero, so

\[
\mathbb E[(x_ax_b)(x_cx_d)]=
\begin{cases}s^4,&a=c\text{ and }b=d,\\0,&\text{otherwise.}\end{cases}
\]

The pair \((i,i+k+1)\) determines both \(i\) and \(k\), so the \(NM\) products in \(S\) belong to different pairs. In \(\mathbb E[S^2]\) only the diagonal terms survive:

\[
\operatorname{Var}S=\frac1{N^2}\,NM\,s^4=\frac{Ms^4}{N}.
\]

With a weight \(w_k\) on lag \(k+1\), the same calculation gives \(\operatorname{Var}S_w=(s^4/N)\sum_k w_k^2\).

For example, let \(N=M=2\) and \(s^2=3\). Then

\[
S=\tfrac12\,(x_0x_1+x_1x_2+x_0x_2+x_1x_3),\qquad
\operatorname{Var}S=\tfrac14\cdot4\cdot9=9 .
\]

Keeping only lag 1 leaves \(\tfrac12(x_0x_1+x_1x_2)\), with variance \(\tfrac14\cdot2\cdot9=4.5\), so the second lag doubles the variance. In the smallest nontrivial case, \(N=M=1\), the sum is \(x_0x_1\) and its variance is \(s^4\). For \(M=0\) the sum is empty and both sides vanish.

Here is the complete Lean file.

```lean
import Mathlib

open MeasureTheory ProbabilityTheory
open scoped NNReal

namespace GreenKuboNoise

noncomputable section

/-- White noise of strength `s`: independent, square-integrable real random variables
with mean zero and variance `s ^ 2`. -/
structure WhiteNoise {ι Ω : Type*} [MeasurableSpace Ω]
    (x : ι → Ω → ℝ) (s : ℝ) (μ : Measure Ω) : Prop where
  measurable : ∀ i, Measurable (x i)
  memLp : ∀ i, MemLp (x i) 2 μ
  indep : iIndepFun x μ
  mean : ∀ i, ∫ ω, x i ω ∂μ = 0
  var_eq : ∀ i, Var[x i; μ] = s ^ 2

/-- The time origin `i`, as an index of the trajectory of `N + M` samples. -/
def origin {N : ℕ} (M : ℕ) (i : Fin N) : Fin (N + M) :=
  ⟨i.val, by have := i.isLt; omega⟩

/-- The index of the sample taken `k + 1` steps after the time origin `i`. -/
def lagged {N M : ℕ} (i : Fin N) (k : Fin M) : Fin (N + M) :=
  ⟨i.val + (k.val + 1), by have := i.isLt; have := k.isLt; omega⟩

variable {ι Ω : Type*} [MeasurableSpace Ω] {μ : Measure Ω} {s : ℝ} {N M : ℕ}

/-- The product of the samples at time origin `i` and `k + 1` steps later. -/
def lagProduct (x : Fin (N + M) → Ω → ℝ) (i : Fin N) (k : Fin M) (ω : Ω) : ℝ :=
  x (origin M i) ω * x (lagged i k) ω

/-- The correlation function at lag `k + 1`, estimated by an average over `N > 0`
time origins. -/
def correlation (x : Fin (N + M) → Ω → ℝ) (k : Fin M) (ω : Ω) : ℝ :=
  (1 / (N : ℝ)) * ∑ i : Fin N, lagProduct x i k ω

/-- The Green-Kubo sum of the estimated correlation function over the lags `1, ..., M`,
for `N > 0` time origins. -/
def greenKubo (x : Fin (N + M) → Ω → ℝ) (ω : Ω) : ℝ :=
  ∑ k : Fin M, correlation x k ω

/-- The Green-Kubo sum with a weight `w k` on the lag `k + 1`, for `N > 0` time origins. -/
def windowed (w : Fin M → ℝ) (x : Fin (N + M) → Ω → ℝ) (ω : Ω) : ℝ :=
  ∑ k : Fin M, w k * correlation x k ω

/-- The product of two different samples of white noise is square integrable. -/
theorem WhiteNoise.pair_memLp {x : ι → Ω → ℝ} (h : WhiteNoise x s μ) {i j : ι}
    (hij : i ≠ j) : MemLp (fun ω => x i ω * x j ω) 2 μ := by
  have hind : IndepFun (fun ω => x i ω ^ 2) (fun ω => x j ω ^ 2) μ :=
    (h.indep.indepFun hij).comp (φ := fun t : ℝ => t ^ 2) (ψ := fun t : ℝ => t ^ 2)
      (by fun_prop) (by fun_prop)
  have hint := hind.integrable_mul (h.memLp i).integrable_sq (h.memLp j).integrable_sq
  refine (memLp_two_iff_integrable_sq
    ((h.measurable i).mul (h.measurable j)).aestronglyMeasurable).2 ?_
  refine hint.congr (Filter.Eventually.of_forall fun ω => ?_)
  change x i ω ^ 2 * x j ω ^ 2 = (x i ω * x j ω) ^ 2
  ring

/-- The Lean integral of a fourfold product of white-noise samples is zero if the index of one
sample differs from the three other indices. If the product is integrable, this says that its mean
is zero; otherwise the integral is zero by convention. -/
theorem WhiteNoise.unpaired {x : ι → Ω → ℝ} (h : WhiteNoise x s μ) {a b c d : ι}
    (hab : a ≠ b) (hac : a ≠ c) (had : a ≠ d) :
    ∫ ω, x a ω * (x b ω * x c ω * x d ω) ∂μ = 0 := by
  classical
  have hd : Disjoint ({a} : Finset ι) {b, c, d} := by simp [hab, hac, had]
  have hI := h.indep.indepFun_finset {a} {b, c, d} hd h.measurable
  have hJ : IndepFun (x a) (fun ω => x b ω * x c ω * x d ω) μ :=
    hI.comp (φ := fun v : ({a} : Finset ι) → ℝ => v ⟨a, by simp⟩)
      (ψ := fun v : ({b, c, d} : Finset ι) → ℝ =>
        v ⟨b, by simp⟩ * v ⟨c, by simp⟩ * v ⟨d, by simp⟩) (by fun_prop) (by fun_prop)
  have hm : Measurable (fun ω => x b ω * x c ω * x d ω) :=
    ((h.measurable b).mul (h.measurable c)).mul (h.measurable d)
  have key := hJ.integral_mul_eq_mul_integral
    (h.measurable a).aestronglyMeasurable hm.aestronglyMeasurable
  rw [h.mean a, zero_mul] at key
  exact key

/-- For time-ordered pairs of white-noise samples, the mean of the product of two pairs
is `s ^ 4` if the pairs coincide and zero otherwise. -/
theorem WhiteNoise.pair_orthogonality [LinearOrder ι] {x : ι → Ω → ℝ}
    (h : WhiteNoise x s μ) {i j k l : ι} (hij : i < j) (hkl : k < l) :
    ∫ ω, (x i ω * x j ω) * (x k ω * x l ω) ∂μ = if i = k ∧ j = l then s ^ 4 else 0 := by
  have m2 : ∀ a, ∫ ω, x a ω * x a ω ∂μ = s ^ 2 := by
    intro a
    rw [← h.var_eq a, variance_eq_integral (h.measurable a).aemeasurable, h.mean a]
    simp [pow_two]
  split_ifs with e
  · -- equal pairs: the mean factorises into two second moments
    obtain ⟨rfl, rfl⟩ := e
    have hind : IndepFun (fun ω => x i ω * x i ω) (fun ω => x j ω * x j ω) μ :=
      (h.indep.indepFun hij.ne).comp (φ := fun t : ℝ => t * t) (ψ := fun t : ℝ => t * t)
        (by fun_prop) (by fun_prop)
    have key := hind.integral_mul_eq_mul_integral
      ((h.measurable i).mul (h.measurable i)).aestronglyMeasurable
      ((h.measurable j).mul (h.measurable j)).aestronglyMeasurable
    rw [m2 i, m2 j] at key
    refine Eq.trans ?_ (key.trans (by ring))
    congr 1
    funext ω
    simp only [Pi.mul_apply]
    ring
  · -- different pairs: the earliest or the latest sample occurs only once
    rcases lt_trichotomy i k with hik | hik | hik
    · refine Eq.trans ?_ (h.unpaired hij.ne hik.ne (hik.trans hkl).ne)
      congr 1; funext ω; ring
    · subst hik
      have hjl : j ≠ l := fun q => e ⟨rfl, q⟩
      rcases lt_or_gt_of_ne hjl with q | q
      · refine Eq.trans ?_ (h.unpaired hkl.ne' q.ne' hkl.ne')
        congr 1; funext ω; ring
      · refine Eq.trans ?_ (h.unpaired hij.ne' hij.ne' q.ne')
        congr 1; funext ω; ring
    · refine Eq.trans ?_ (h.unpaired hik.ne (hik.trans hij).ne hkl.ne)
      congr 1; funext ω; ring

/-- The lagged sample comes later in the trajectory than its time origin. -/
theorem origin_lt_lagged (i : Fin N) (k : Fin M) : origin M i < lagged i k := by
  change i.val < i.val + (k.val + 1)
  omega

variable [IsProbabilityMeasure μ] {x : Fin (N + M) → Ω → ℝ}

/-- For white noise and `N > 0` time origins, the Green-Kubo sum with weights `w` has mean
zero, and `N` times its variance is `s ^ 4` times the sum of the squared weights. -/
theorem WhiteNoise.windowed_variance (h : WhiteNoise x s μ) (hN : 0 < N) (w : Fin M → ℝ) :
    ∫ ω, windowed w x ω ∂μ = 0 ∧
      (N : ℝ) * Var[windowed w x; μ] = s ^ 4 * ∑ k, w k ^ 2 := by
  have hN' : (N : ℝ) ≠ 0 := by exact_mod_cast hN.ne'
  have hp : ∀ p : Fin M × Fin N, MemLp (lagProduct x p.2 p.1) 2 μ := fun p =>
    h.pair_memLp (origin_lt_lagged p.2 p.1).ne
  -- one sum over all pairs of lag and time origin
  have e : windowed w x = fun ω =>
      ∑ p : Fin M × Fin N, w p.1 / N * lagProduct x p.2 p.1 ω := by
    funext ω
    simp only [windowed, correlation, Fintype.sum_prod_type, Finset.mul_sum]
    exact Finset.sum_congr rfl fun k _ => Finset.sum_congr rfl fun i _ => by ring
  have hL : MemLp (windowed w x) 2 μ := by
    rw [e]
    exact memLp_finsetSum Finset.univ fun p _ => (hp p).const_mul (w p.1 / N)
  have hmean : ∫ ω, windowed w x ω ∂μ = 0 := by
    simp only [e]
    rw [integral_finsetSum _
      (fun p _ => ((hp p).integrable one_le_two).const_mul (w p.1 / N))]
    refine Finset.sum_eq_zero fun p _ => ?_
    have key := (h.indep.indepFun (origin_lt_lagged p.2 p.1).ne).integral_mul_eq_mul_integral
      (h.measurable _).aestronglyMeasurable (h.measurable _).aestronglyMeasurable
    rw [h.mean, zero_mul] at key
    rw [integral_const_mul]
    exact mul_eq_zero_of_right _ key
  -- different lag products are uncorrelated
  have hI : ∀ p q : Fin M × Fin N,
      ∫ ω, lagProduct x p.2 p.1 ω * lagProduct x q.2 q.1 ω ∂μ
        = if p = q then s ^ 4 else 0 := by
    intro p q
    have hc : (origin M p.2 = origin M q.2 ∧ lagged p.2 p.1 = lagged q.2 q.1) ↔ p = q := by
      simp only [origin, lagged, Prod.ext_iff, Fin.ext_iff]
      omega
    refine (h.pair_orthogonality (origin_lt_lagged _ _) (origin_lt_lagged _ _)).trans ?_
    by_cases hq : p = q
    · rw [if_pos (hc.2 hq), if_pos hq]
    · rw [if_neg (mt hc.1 hq), if_neg hq]
  have hint : ∀ p q : Fin M × Fin N, Integrable (fun ω =>
      w p.1 / N * (w q.1 / N) * (lagProduct x p.2 p.1 ω * lagProduct x q.2 q.1 ω)) μ :=
    fun p q => ((hp p).integrable_mul (hp q)).const_mul (w p.1 / N * (w q.1 / N))
  have e2 : (fun ω => (windowed w x ω - 0) ^ 2) = fun ω =>
      ∑ p : Fin M × Fin N, ∑ q : Fin M × Fin N,
        w p.1 / N * (w q.1 / N) * (lagProduct x p.2 p.1 ω * lagProduct x q.2 q.1 ω) := by
    funext ω
    simp only [e, sub_zero, sq]
    rw [Finset.sum_mul_sum]
    exact Finset.sum_congr rfl fun p _ => Finset.sum_congr rfl fun q _ => by ring
  have hV : Var[windowed w x; μ] = ∑ p : Fin M × Fin N, (w p.1 / N) ^ 2 * s ^ 4 := by
    rw [variance_eq_integral hL.aestronglyMeasurable.aemeasurable, hmean, e2,
      integral_finsetSum _ (fun p _ => integrable_finsetSum _ fun q _ => hint p q)]
    refine Finset.sum_congr rfl fun p _ => ?_
    rw [integral_finsetSum _ (fun q _ => hint p q)]
    simp only [integral_const_mul, hI, mul_ite, mul_zero, Finset.sum_ite_eq,
      Finset.mem_univ, if_true]
    ring
  refine ⟨hmean, ?_⟩
  rw [hV, Fintype.sum_prod_type]
  simp only [Finset.sum_const, Finset.card_univ, Fintype.card_fin, nsmul_eq_mul,
    Finset.mul_sum]
  refine Finset.sum_congr rfl fun k _ => ?_
  have hk : w k = N * (w k / N) := by field_simp
  generalize w k / (N : ℝ) = u at hk ⊢
  rw [hk]
  ring

/-- For white noise and `N > 0` time origins, the Green-Kubo sum over `M` lags has mean
zero and a variance `V` with `N * V = M * s ^ 4`. -/
theorem WhiteNoise.greenKubo_variance (h : WhiteNoise x s μ) (hN : 0 < N) :
    ∫ ω, greenKubo x ω ∂μ = 0 ∧ (N : ℝ) * Var[greenKubo x; μ] = M * s ^ 4 := by
  have e : greenKubo x = windowed (fun _ => 1) x := by
    funext ω
    simp only [greenKubo, windowed, one_mul]
  rw [e]
  refine ⟨(h.windowed_variance hN _).1, (h.windowed_variance hN _).2.trans ?_⟩
  simp only [one_pow, Finset.sum_const, Finset.card_univ, Fintype.card_fin, nsmul_eq_mul]
  ring

/-- The coordinates of a finite product of centred Gaussian distributions of variance `s ^ 2`, with
`s` nonnegative, are white noise of strength `s`. -/
theorem whiteNoise_witness (κ : Type*) [Fintype κ] (s : ℝ≥0) :
    WhiteNoise (fun (i : κ) (ω : κ → ℝ) => ω i) s
      (Measure.pi fun _ : κ => gaussianReal 0 (s ^ 2)) := by
  have mp := fun i : κ => measurePreserving_eval (fun _ : κ => gaussianReal 0 (s ^ 2)) i
  refine ⟨fun i => measurable_pi_apply i, fun i => ?_, ?_, fun i => ?_, fun i => ?_⟩
  · exact (memLp_id_gaussianReal' 2 (by simp)).comp_measurePreserving (mp i)
  · exact iIndepFun_pi (X := fun _ : κ => (id : ℝ → ℝ)) (fun _ => aemeasurable_id)
  · have hm := integral_map (μ := Measure.pi fun _ : κ => gaussianReal 0 (s ^ 2))
      (f := fun y : ℝ => y) (mp i).measurable.aemeasurable
      measurable_id.aestronglyMeasurable
    rw [(mp i).map_eq, integral_id_gaussianReal] at hm
    exact hm.symm
  · have hv := variance_map (μ := Measure.pi fun _ : κ => gaussianReal 0 (s ^ 2))
      (X := (id : ℝ → ℝ)) aemeasurable_id (mp i).measurable.aemeasurable
    rw [(mp i).map_eq, variance_id_gaussianReal] at hv
    exact hv.symm.trans (by simp)

end

end GreenKuboNoise
```

```lean
#print axioms GreenKuboNoise.WhiteNoise.greenKubo_variance
```

```
'GreenKuboNoise.WhiteNoise.greenKubo_variance' depends on axioms: [propext, Classical.choice, Quot.sound]
```

## White noise and the Green–Kubo sum in Lean

`WhiteNoise x s μ` collects the assumptions on the samples: measurability, square integrability (`MemLp (x i) 2 μ`), joint independence, mean zero and variance `s ^ 2`. Physically, it stands for a flux with no memory from one sampling time to the next. The samples need not be Gaussian or identically distributed.

The trajectory is a family indexed by `Fin (N + M)`; for \(N,M>0\) these are exactly the samples that \(S\) needs. `origin M i` is the position \(i\), and `lagged i k` is the position \(i+k+1\). `correlation` averages the products over the time origins, `greenKubo` sums these averages over the lags, and `windowed` does so with weights.

`WhiteNoise.greenKubo_variance` states that, for a probability measure and `0 < N`, the mean of `greenKubo x` is zero and

`(N : ℝ) * Var[greenKubo x; μ] = M * s ^ 4`.

Dividing by the positive number \(N\) gives the variance above.

The sum leaves out the zero-lag term, the time step and the thermodynamic prefactor of a transport coefficient. Every lag uses the same number of origins, so an estimator that takes all available origins at each lag is not covered. Nor is a flux with real correlations. In this uncorrelated model with \(s\ne0\), extending the sum at fixed \(N\) adds statistical error without adding signal: the mean stays zero while the standard deviation is \(s^2\sqrt{M/N}\). For a correlated flux, the added lags can also carry signal, and this formula need not give the error.

## From pairs of samples to the variance

`WhiteNoise.pair_memLp` proves the square integrability of a product of two different samples, using the independence of their squares.

`WhiteNoise.unpaired` separates the sample that occurs once from the other three factors and uses its zero mean. The lemma also admits three equal remaining factors, whose third moment may not exist; Lean then assigns the integral the value zero. The variance calculation never meets that case.

`WhiteNoise.pair_orthogonality` is the two-case formula above, with `i`, `j`, `k`, `l` for \(a,b,c,d\). Equal pairs factor into two second moments. For different pairs, `lt_trichotomy` compares the first members, and a further comparison of the second members settles the case where the first ones agree.

`WhiteNoise.windowed_variance` carries out the summation:

- `e` writes the weighted sum as a single sum over pairs of lag and origin, and `hmean` shows that its mean is zero.
- `hI` gives the mean product of any two terms. Inside it, `omega` checks that the two sample positions determine lag and origin.
- `e2` expands the square into a double sum, and `hV` integrates it term by term, leaving the diagonal.

`WhiteNoise.greenKubo_variance` then sets every weight to one. Finally, `whiteNoise_witness` shows that independent centred Gaussian coordinates satisfy `WhiteNoise` for any finite index set and any nonnegative `s`, which supplies a concrete example for every \(N\) and \(M\).
